# The trace of the square of a one-particle density matrix block, on finitely many orbitals, as a double sum of exchange products

The one-particle density matrix has entries g(i,j) = w(a_i* a_j), and g_A is its restriction to a finite set A of orbitals. The theorem `trace_block_sq` states that the trace of g_A² equals the sum of g(i,j) g(j,i) over all i and j in A. Here w is any complex-linear functional, not assumed positive or normalised, and no anticommutation relations are imposed on the a_i. The attempt expands the trace and the matrix product into a double sum indexed by the subtype of elements of A, then turns the inner and outer sums into sums over the finset `A` itself, joining the two steps by transitivity.

This version doesn't compile in Lean 4 with Mathlib:

```lean
import Mathlib

open scoped ComplexOrder

noncomputable section

namespace TraceBlockSq

variable {ι R : Type*} [DecidableEq ι] [Ring R] [StarRing R] [Algebra ℂ R]

/-- The one-particle density matrix `g(i,j) = w(a_i* a_j)`. -/
def rdm1 (w : R →ₗ[ℂ] ℂ) (a : ι → R) : Matrix ι ι ℂ :=
  Matrix.of fun i j => w (star (a i) * a j)

/-- The restriction `g_A` of the one-particle density matrix to the orbitals in `A`. -/
def block (w : R →ₗ[ℂ] ℂ) (a : ι → R) (A : Finset ι) : Matrix A A ℂ :=
  (rdm1 w a).submatrix Subtype.val Subtype.val

/-- The trace of `g_A²` is the sum of the exchange products `g(i,j) g(j,i)` over `A`. -/
theorem trace_block_sq (w : R →ₗ[ℂ] ℂ) (a : ι → R) (A : Finset ι) :
    (block w a A ^ 2).trace = ∑ i ∈ A, ∑ j ∈ A, rdm1 w a i j * rdm1 w a j i := by
  simp only [sq, Matrix.trace, Matrix.diag_apply, Matrix.mul_apply, block,
    Matrix.submatrix_apply]
  exact (Finset.sum_congr rfl fun i _ =>
    Finset.sum_coe_sort A (fun j => rdm1 w a i j * rdm1 w a j i)).trans
    (Finset.sum_coe_sort A (fun i => ∑ j ∈ A, rdm1 w a i j * rdm1 w a j i))

end TraceBlockSq
```

Messages:

```
Main.lean:26:4: error: Application type mismatch: The argument
  Finset.sum_coe_sort A fun i => ∑ j ∈ A, rdm1 w a i j * rdm1 w a j i
has type
  ∑ i, ∑ j ∈ A, rdm1 w a (↑i) j * rdm1 w a j ↑i = ∑ i ∈ A, ∑ j ∈ A, rdm1 w a i j * rdm1 w a j i
but is expected to have type
  ∑ i ∈ ?m.69, ∑ i_1 ∈ A, rdm1 w a i i_1 * rdm1 w a i_1 i = ?m.93
in the application
  Eq.trans (Finset.sum_congr rfl fun i x => Finset.sum_coe_sort A fun j => rdm1 w a i j * rdm1 w a j i)
    (Finset.sum_coe_sort A fun i => ∑ j ∈ A, rdm1 w a i j * rdm1 w a j i)
```

Diagnosis. The message says that the second equation given to `Eq.trans` does not start where the first one ends. Its left side is a sum over the subtype of `A`, with the index coerced as `↑i`, whereas the first equation ends in a sum whose index `i` is used without coercion.

The first equation is the `Finset.sum_congr` term, which stands before `.trans` and so is elaborated without the goal to fix its type. Nothing there says that `i` belongs to the subtype, and from `rdm1 w a i j` Lean takes it to be of type `ι`. The outer sum then runs over an unknown finset of `ι`, which cannot match the sum over the subtype.

The repair supplies the second equation first, through `refine Eq.trans ?_`. This fixes the middle expression, so the remaining goal is an equation between two sums over the subtype. When `Finset.sum_congr` is checked against that goal, `i` has the subtype as its type, and Lean inserts the coercion in `rdm1 w a i j`. The two lemmas and their use are otherwise unchanged.

The repair, with which the file compiles:

```diff
@@ -22,7 +22,8 @@
   simp only [sq, Matrix.trace, Matrix.diag_apply, Matrix.mul_apply, block,
     Matrix.submatrix_apply]
-  exact (Finset.sum_congr rfl fun i _ =>
-    Finset.sum_coe_sort A (fun j => rdm1 w a i j * rdm1 w a j i)).trans
+  refine Eq.trans ?_
     (Finset.sum_coe_sort A (fun i => ∑ j ∈ A, rdm1 w a i j * rdm1 w a j i))
+  exact Finset.sum_congr rfl fun i _ =>
+    Finset.sum_coe_sort A (fun j => rdm1 w a i j * rdm1 w a j i)
 
 end TraceBlockSq
```
